# Bennett's acceptance ratio on a finite set of states, with the Fermi function minimising the leading-order sampling error

Take a system with a single state, whose energy is $E_0$ before a change of the Hamiltonian and $E_1$ after it. With $V=E_1-E_0$ and inverse temperature $b$ (usually written $\beta$), the partition functions are $Z_0=e^{-bE_0}$ and $Z_1=e^{-bE_1}$, so $Z_1/Z_0=e^{-bV}$. The Fermi function $f(x)=1/(1+e^x)$ satisfies $f(x)/f(-x)=e^{-x}$. Setting $x=bV-C$ for any real number $C$ gives

$$e^{-C}\,\frac{f(bV-C)}{f(C-bV)}=e^{-C}e^{-(bV-C)}=\frac{Z_1}{Z_0}.$$

The shift $C$ drops out, and the two values of $f$ are equal exactly when $C=bV=\ln(Z_0/Z_1)$.

With many states, the problem is to find $Z_1/Z_0$, and hence a free-energy difference, from canonical averages in the two ensembles. For each state $i$ the identity above still holds with $e^{-bV_i}$ on the right, and Boltzmann weights turn it into a relation between the averages and $Z_1/Z_0$.

## States, averages and the error to be minimised

```lean
import Mathlib

namespace BennettAcceptanceRatio

noncomputable section

variable {ι : Type*} [Fintype ι]
```

The type `ι` is the finite set of states, and `i` labels one of them. Both Hamiltonians assign energies to the same states.

```lean
/-- The Fermi function `f(x) = 1 / (1 + exp x)`. -/
def fermi (x : ℝ) : ℝ := 1 / (1 + Real.exp x)
```

This is $f(x)=1/(1+e^x)$. Here it acts as a weight on states and has nothing to do with fermions.

```lean
/-- The partition function of the energies `E` at inverse temperature `b`. -/
def Z (b : ℝ) (E : ι → ℝ) : ℝ := ∑ i, Real.exp (-(b * E i))
```

In ordinary notation, $Z(b,E)=\sum_i e^{-bE_i}$. An energy function `E : ι → ℝ` gives one real number per state. The parameter `b` may be any real number, including zero.

```lean
/-- The canonical average of the observable `A` over a nonempty set of states with energies `E`. -/
def avg (b : ℝ) (E A : ι → ℝ) : ℝ := (∑ i, Real.exp (-(b * E i)) * A i) / Z b E
```

This is the canonical average $\langle A\rangle=\sum_i e^{-bE_i}A_i/Z$. Below, $\langle\cdot\rangle_0$ and $\langle\cdot\rangle_1$ use the energies `E0` and `E1`.

```lean
/-- The relative variance `<A²>/<A>² - 1` of an observable with nonzero average. -/
def relVar (b : ℝ) (E A : ι → ℝ) : ℝ := avg b E (fun i => A i ^ 2) / avg b E A ^ 2 - 1
```

The relative variance is the variance divided by the squared mean, $\langle A^2\rangle/\langle A\rangle^2-1$.

```lean
/-- The leading-order squared relative error of the estimator `<a>_0 / <exp(bV) a>_1` of `Z1/Z0`,
from `n0` and `n1` independent samples of the two ensembles. Its domain is `n0, n1 > 0` and
`<a>_0 ≠ 0`. -/
def sqError (b : ℝ) (E0 E1 : ι → ℝ) (n0 n1 : ℝ) (a : ι → ℝ) : ℝ :=
  relVar b E0 a / n0 + relVar b E1 (fun i => Real.exp (b * (E1 i - E0 i)) * a i) / n1
```

An acceptance function $a$ assigns a real number to each state. It gives the estimator $\langle a\rangle_0/\langle e^{bV}a\rangle_1$ of $Z_1/Z_0$, with each average replaced by a sample mean. For $n_0$ and $n_1$ independent samples, the relative variance of each mean is `relVar` divided by the sample number, and small relative errors of a quotient add in squares. That reasoning motivates `sqError`, which enters as a definition. The step to a real simulation is to identify this expression with the actual error, which requires uncorrelated samples in sufficient number.

```lean
/-- The shift `C = ln(Z0 n1 / (Z1 n0))` for a nonempty set of states and positive sample numbers
`n0` and `n1`. -/
def optimalShift (b : ℝ) (E0 E1 : ι → ℝ) (n0 n1 : ℝ) : ℝ :=
  Real.log (Z b E0 * n1 / (Z b E1 * n0))
```

This names the shift $C_*=\ln\!\big(Z_0n_1/(Z_1n_0)\big)$. For $n_0=n_1$ it reduces to $\ln(Z_0/Z_1)$.

## The symmetry of the Fermi function

```lean
/-- The Fermi function is positive. -/
theorem fermi_pos (x : ℝ) : 0 < fermi x := by
  unfold fermi
  positivity
```

In a theorem, the variables and hypotheses stand before the colon and the claim after it. This one says $f(x)>0$ for every real $x$, which `positivity` reads off from the formula.

```lean
/-- Reflection of the Fermi function: `exp(x) f(x - C) = exp(C) f(C - x)`. -/
theorem fermi_reflect (x C : ℝ) :
    Real.exp x * fermi (x - C) = Real.exp C * fermi (C - x) := by
  have hx : Real.exp C * Real.exp (x - C) = Real.exp x := by
    rw [← Real.exp_add]; congr 1; ring
  have hy : Real.exp x * Real.exp (C - x) = Real.exp C := by
    rw [← Real.exp_add]; congr 1; ring
  unfold fermi
  rw [mul_one_div, mul_one_div, div_eq_div_iff (by positivity) (by positivity)]
  linear_combination hy - hx
```

By hand,

$$e^xf(x-C)=\frac{e^x}{1+e^{x-C}}=\frac{e^xe^C}{e^C+e^x},$$

which is symmetric in $x$ and $C$, so it also equals $e^Cf(C-x)$. Lean clears the denominators instead, and both sides become $e^x+e^C$. The facts `hx` and `hy` combine the exponentials. The tactic `linear_combination` then checks that the goal follows from them by algebra.

```lean
variable [Nonempty ι]

/-- The partition function of a nonempty set of states is positive. -/
theorem Z_pos (b : ℝ) (E : ι → ℝ) : 0 < Z b E :=
  Finset.sum_pos (fun _ _ => Real.exp_pos _) Finset.univ_nonempty
```

From here on there is at least one state, so $Z$ is a nonempty sum of positive terms.

```lean
/-- On a nonempty set of states, an everywhere positive observable has a positive average. -/
theorem avg_pos (b : ℝ) (E A : ι → ℝ) (hA : ∀ i, 0 < A i) : 0 < avg b E A :=
  div_pos (Finset.sum_pos (fun i _ => mul_pos (Real.exp_pos _) (hA i)) Finset.univ_nonempty)
    (Z_pos b E)
```

An observable that is positive in every state has a positive average. This will allow division by averages of $f$.

## From one ensemble to the other

```lean
/-- For every acceptance function `a` on a nonempty set of states,
`Z0 <a>_0 = Z1 <exp(bV) a>_1` with `V = E1 - E0`. -/
theorem acceptance_balance (b : ℝ) (E0 E1 a : ι → ℝ) :
    Z b E0 * avg b E0 a
      = Z b E1 * avg b E1 (fun i => Real.exp (b * (E1 i - E0 i)) * a i) := by
  have h0 := (Z_pos b E0).ne'
  have h1 := (Z_pos b E1).ne'
  unfold avg
  rw [mul_div_cancel₀ _ h0, mul_div_cancel₀ _ h1]
  refine Finset.sum_congr rfl fun i _ => ?_
  have h : Real.exp (-(b * E0 i))
      = Real.exp (-(b * E1 i)) * Real.exp (b * (E1 i - E0 i)) := by
    rw [← Real.exp_add]; congr 1; ring
  linear_combination a i * h
```

For every acceptance function, $Z_0\langle a\rangle_0=Z_1\langle e^{bV}a\rangle_1$. Multiplying an average by its partition function leaves the bare Boltzmann sum, and $e^{-bE_{0,i}}=e^{-bE_{1,i}}e^{bV_i}$, so

$$\sum_i e^{-bE_{0,i}}a_i=\sum_i e^{-bE_{1,i}}e^{bV_i}a_i.$$

`Finset.sum_congr` reduces the equality of sums to an equality for each `i`.

```lean
/-- Bennett's balance on a nonempty set of states:
`Z0 <f(bV - C)>_0 = exp(C) Z1 <f(C - bV)>_1` for every real `C`. -/
theorem bennett_balance (b C : ℝ) (E0 E1 : ι → ℝ) :
    Z b E0 * avg b E0 (fun i => fermi (b * (E1 i - E0 i) - C))
      = Real.exp C * (Z b E1 * avg b E1 (fun i => fermi (C - b * (E1 i - E0 i)))) := by
  have h1 := (Z_pos b E1).ne'
  rw [acceptance_balance b E0 E1]
  unfold avg
  rw [mul_div_cancel₀ _ h1, mul_div_cancel₀ _ h1, Finset.mul_sum]
  refine Finset.sum_congr rfl fun i _ => ?_
  linear_combination Real.exp (-(b * E1 i)) * fermi_reflect (b * (E1 i - E0 i)) C
```

Put $a=f(bV-C)$ in the previous theorem and apply the symmetry of $f$ with $x=bV_i$:

$$Z_0\langle f(bV-C)\rangle_0=Z_1\langle e^{bV}f(bV-C)\rangle_1=e^CZ_1\langle f(C-bV)\rangle_1.$$

The Lean proof makes the same two moves, the second one inside the sum.

```lean
/-- Bennett acceptance ratio on a nonempty set of states:
`Z1/Z0 = exp(-C) <f(bV - C)>_0 / <f(C - bV)>_1` for every real `C`. -/
theorem bennett_acceptance_ratio (b C : ℝ) (E0 E1 : ι → ℝ) :
    Z b E1 / Z b E0
      = Real.exp (-C) * avg b E0 (fun i => fermi (b * (E1 i - E0 i) - C))
        / avg b E1 (fun i => fermi (C - b * (E1 i - E0 i))) := by
  have h := bennett_balance b C E0 E1
  have hA := avg_pos b E1 (fun i => fermi (C - b * (E1 i - E0 i))) fun i => fermi_pos _
  have he : Real.exp (-C) * Real.exp C = 1 := by rw [← Real.exp_add]; simp
  rw [div_eq_div_iff (Z_pos b E0).ne' hA.ne']
  linear_combination (-Real.exp (-C)) * h
    - (Z b E1 * avg b E1 (fun i => fermi (C - b * (E1 i - E0 i)))) * he
```

Dividing the balance by $e^CZ_0\langle f(C-bV)\rangle_1$, which is positive, gives

$$\frac{Z_1}{Z_0}=e^{-C}\,\frac{\langle f(bV-C)\rangle_0}{\langle f(C-bV)\rangle_1}$$

for every real $C$. In free-energy perturbation this is a formula that combines samples from both end states; here it is proved for exact averages over finitely many states.

```lean
/-- On a nonempty set of states the two Fermi averages agree exactly when `C = ln(Z0/Z1)`. -/
theorem averages_agree_iff (b C : ℝ) (E0 E1 : ι → ℝ) :
    avg b E0 (fun i => fermi (b * (E1 i - E0 i) - C))
        = avg b E1 (fun i => fermi (C - b * (E1 i - E0 i)))
      ↔ C = Real.log (Z b E0 / Z b E1) := by
  have h := bennett_balance b C E0 E1
  have hA := avg_pos b E1 (fun i => fermi (C - b * (E1 i - E0 i))) fun i => fermi_pos _
  have h0 := Z_pos b E0
  have h1 := Z_pos b E1
  constructor
  · intro hEq
    -- the common positive average cancels from the balance
    rw [hEq, ← mul_assoc] at h
    have hz := mul_right_cancel₀ hA.ne' h
    rw [hz, mul_div_assoc, div_self h1.ne', mul_one, Real.log_exp]
  · intro hC
    have he : Real.exp C * Z b E1 = Z b E0 := by
      rw [hC, Real.exp_log (div_pos h0 h1)]
      field_simp
    apply mul_left_cancel₀ h0.ne'
    rw [h, ← mul_assoc, he]
```

If the two averages are equal, their common positive value cancels from the balance. What remains is $Z_0=e^CZ_1$, that is, $C=\ln(Z_0/Z_1)$. Conversely, this $C$ gives $e^CZ_1=Z_0$, and cancelling $Z_0$ leaves equal averages. The two branches after `constructor` are these two directions. For $b\neq0$ and free energies $F=-b^{-1}\ln Z$, the criterion reads $C=b(F_1-F_0)$.

The same cancellation gives a neighbouring criterion for unequal positive sample numbers, stated here without a Lean proof: $n_0\langle f(bV-C)\rangle_0=n_1\langle f(C-bV)\rangle_1$ exactly when $C=C_*$. Indeed, the balance turns the left-hand condition into $e^C=Z_0n_1/(Z_1n_0)$. This is useful because $C_*$ contains the unknown ratio, while the condition contains only averages that can be sampled.

## The least sampling error

```lean
/-- For positive sample numbers and `<a>_0 ≠ 0`, the sampling error of `a` is
`(Z0/n0) (∑ p a²/f) / (∑ p a)² - 1/n0 - 1/n1`, with the Boltzmann weights `p = exp(-b E0)` and the
Fermi function `f` taken at `bV - C` for the shift `C = optimalShift b E0 E1 n0 n1`. -/
theorem sqError_eq (b : ℝ) (E0 E1 a : ι → ℝ) {n0 n1 : ℝ} (hn0 : 0 < n0) (hn1 : 0 < n1)
    (ha : avg b E0 a ≠ 0) :
    sqError b E0 E1 n0 n1 a
      = Z b E0 / n0 * ((∑ i, Real.exp (-(b * E0 i)) *
          (a i ^ 2 / fermi (b * (E1 i - E0 i) - optimalShift b E0 E1 n0 n1)))
          / (∑ i, Real.exp (-(b * E0 i)) * a i) ^ 2) - 1 / n0 - 1 / n1 := by
  have h0 := Z_pos b E0
  have h1 := Z_pos b E1
  have hS : ∑ i, Real.exp (-(b * E0 i)) * a i ≠ 0 := fun h => ha (by rw [avg, h, zero_div])
  have key : ∀ i, Real.exp (-(b * E1 i)) * Real.exp (b * (E1 i - E0 i))
      = Real.exp (-(b * E0 i)) := fun i => by
    rw [← Real.exp_add]; congr 1; ring
  -- rewrite the sums of ensemble 1 with the weights of ensemble 0
  have e1 : ∑ i, Real.exp (-(b * E1 i)) * (Real.exp (b * (E1 i - E0 i)) * a i)
      = ∑ i, Real.exp (-(b * E0 i)) * a i :=
    Finset.sum_congr rfl fun i _ => by linear_combination a i * key i
  have e2 : ∑ i, Real.exp (-(b * E1 i)) * (Real.exp (b * (E1 i - E0 i)) * a i) ^ 2
      = ∑ i, Real.exp (-(b * E0 i)) * (Real.exp (b * (E1 i - E0 i)) * a i ^ 2) :=
    Finset.sum_congr rfl fun i _ => by
      linear_combination Real.exp (b * (E1 i - E0 i)) * a i ^ 2 * key i
  have e3 : ∑ i, Real.exp (-(b * E0 i)) *
        (a i ^ 2 / fermi (b * (E1 i - E0 i) - optimalShift b E0 E1 n0 n1))
      = ∑ i, Real.exp (-(b * E0 i)) * a i ^ 2 + Z b E1 * n0 / (Z b E0 * n1) *
        ∑ i, Real.exp (-(b * E0 i)) * (Real.exp (b * (E1 i - E0 i)) * a i ^ 2) := by
    rw [Finset.mul_sum, ← Finset.sum_add_distrib]
    refine Finset.sum_congr rfl fun i _ => ?_
    rw [fermi, optimalShift, Real.exp_sub, Real.exp_log (by positivity), one_div,
      div_inv_eq_mul, div_eq_mul_inv (Real.exp _), inv_div]
    ring
  have alg : ∀ P Q S X Y : ℝ, S ≠ 0 → 0 < X → 0 < Y →
      (P / X / (S / X) ^ 2 - 1) / n0 + (Q / Y / (S / Y) ^ 2 - 1) / n1
        = X / n0 * ((P + Y * n0 / (X * n1) * Q) / S ^ 2) - 1 / n0 - 1 / n1 := by
    intro P Q S X Y hS hX hY
    field_simp
    ring
  simp only [sqError, relVar, avg]
  rw [e1, e2, e3]
  exact alg _ _ _ _ _ hS h0 h1
```

Write $p_i=e^{-bE_{0,i}}$, $S=\sum_ip_ia_i$, $P=\sum_ip_ia_i^2$ and $Q=\sum_ip_ie^{bV_i}a_i^2$. Changing the weights as before gives

$$\langle a\rangle_0=\frac{S}{Z_0},\quad \langle a^2\rangle_0=\frac{P}{Z_0},\quad \langle e^{bV}a\rangle_1=\frac{S}{Z_1},\quad \langle (e^{bV}a)^2\rangle_1=\frac{Q}{Z_1}.$$

The error is therefore

$$\frac1{n_0}\Big(\frac{Z_0P}{S^2}-1\Big)+\frac1{n_1}\Big(\frac{Z_1Q}{S^2}-1\Big)
=\frac{Z_0}{n_0}\,\frac{P+\frac{Z_1n_0}{Z_0n_1}Q}{S^2}-\frac1{n_0}-\frac1{n_1}.$$

Let $F_i=f(bV_i-C_*)$; this indexed $F_i$ is a Fermi weight, not a free energy. Since $1/F_i=1+e^{bV_i}Z_1n_0/(Z_0n_1)$, the numerator is $\sum_ip_ia_i^2/F_i$, as the theorem states.

In the code, `e1` and `e2` change the weights, `e3` recognises the inverse Fermi function, and `alg` is the final rearrangement.

```lean
/-- Optimality of the Fermi function: for positive sample numbers, `f(bV - C)` with
`C = ln(Z0 n1 / (Z1 n0))` has the least leading-order squared relative error among all acceptance
functions `a` with `<a>_0 ≠ 0` on a nonempty set of states. -/
theorem fermi_optimal (b : ℝ) (E0 E1 a : ι → ℝ) {n0 n1 : ℝ} (hn0 : 0 < n0) (hn1 : 0 < n1)
    (ha : avg b E0 a ≠ 0) :
    sqError b E0 E1 n0 n1 (fun i => fermi (b * (E1 i - E0 i) - optimalShift b E0 E1 n0 n1))
      ≤ sqError b E0 E1 n0 n1 a := by
  obtain ⟨F, hF⟩ : ∃ F : ι → ℝ,
      F = fun i => fermi (b * (E1 i - E0 i) - optimalShift b E0 E1 n0 n1) := ⟨_, rfl⟩
  have hpos : ∀ i, 0 < F i := fun i => by rw [hF]; exact fermi_pos _
  have err : ∀ c : ι → ℝ, avg b E0 c ≠ 0 → sqError b E0 E1 n0 n1 c
      = Z b E0 / n0 * ((∑ i, Real.exp (-(b * E0 i)) * (c i ^ 2 / F i))
          / (∑ i, Real.exp (-(b * E0 i)) * c i) ^ 2) - 1 / n0 - 1 / n1 := by
    intro c hc
    rw [hF]
    exact sqError_eq b E0 E1 c hn0 hn1 hc
  have hS : ∑ i, Real.exp (-(b * E0 i)) * a i ≠ 0 := fun h => ha (by rw [avg, h, zero_div])
  have hT : 0 < ∑ i, Real.exp (-(b * E0 i)) * F i :=
    Finset.sum_pos (fun i _ => mul_pos (Real.exp_pos _) (hpos i)) Finset.univ_nonempty
  have hFF : ∑ i, Real.exp (-(b * E0 i)) * (F i ^ 2 / F i)
      = ∑ i, Real.exp (-(b * E0 i)) * F i :=
    Finset.sum_congr rfl fun i _ => by rw [pow_two, mul_div_assoc, div_self (hpos i).ne', mul_one]
  -- Cauchy-Schwarz with the Fermi function as weight
  have cs : (∑ i, Real.exp (-(b * E0 i)) * a i) ^ 2
      ≤ (∑ i, Real.exp (-(b * E0 i)) * (a i ^ 2 / F i))
        * ∑ i, Real.exp (-(b * E0 i)) * F i := by
    apply Finset.sum_sq_le_sum_mul_sum_of_sq_le_mul
    · intro i _
      have := hpos i
      positivity
    · intro i _
      exact (mul_pos (Real.exp_pos _) (hpos i)).le
    · intro i _
      have h : a i ^ 2 / F i * F i = a i ^ 2 := by
        have := (hpos i).ne'
        field_simp
      linear_combination (-Real.exp (-(b * E0 i)) ^ 2) * h
  rw [← hF, err F (avg_pos b E0 F hpos).ne', err a ha, hFF]
  have hq : (∑ i, Real.exp (-(b * E0 i)) * F i) / (∑ i, Real.exp (-(b * E0 i)) * F i) ^ 2
      ≤ (∑ i, Real.exp (-(b * E0 i)) * (a i ^ 2 / F i))
        / (∑ i, Real.exp (-(b * E0 i)) * a i) ^ 2 := by
    rw [div_le_div_iff₀ (by positivity) (by positivity)]
    linarith [mul_le_mul_of_nonneg_left cs hT.le]
  have hK := mul_le_mul_of_nonneg_left hq (div_pos (Z_pos b E0) hn0).le
  linarith

end

end BennettAcceptanceRatio
```

Only the quotient in the error depends on $a$. Cauchy–Schwarz, with the terms split as $p_ia_i=\sqrt{p_i/F_i}\,a_i\cdot\sqrt{p_iF_i}$, gives

$$S^2\le\Big(\sum_ip_i\frac{a_i^2}{F_i}\Big)T,\qquad T=\sum_ip_iF_i.$$

Hence the quotient is at least $1/T$. For $a=F$ it is $T/T^2=1/T$, so the Fermi function attains the bound. The code calls the inequality `cs`, evaluates the Fermi case with `hFF`, and compares the quotients in `hq`.

The theorem says that no acceptance function with $\langle a\rangle_0\neq0$ has a smaller `sqError`. It doesn't claim a unique minimiser: a nonzero multiple of $F$ gives the same error, and with a single state every admissible $a$ has error zero. The condition on the average matters because Lean sets division by zero to zero, which would give an $a$ of zero average the meaningless error $-1/n_0-1/n_1$.

The shift in this comparison is the exact $C_*$, held fixed. A simulation has to estimate it, and the effect of that estimate on the error is a separate question.

```lean
#print axioms BennettAcceptanceRatio.bennett_acceptance_ratio
#print axioms BennettAcceptanceRatio.averages_agree_iff
#print axioms BennettAcceptanceRatio.fermi_optimal
```

```
'BennettAcceptanceRatio.bennett_acceptance_ratio' depends on axioms: [propext, Classical.choice, Quot.sound]
'BennettAcceptanceRatio.averages_agree_iff' depends on axioms: [propext, Classical.choice, Quot.sound]
'BennettAcceptanceRatio.fermi_optimal' depends on axioms: [propext, Classical.choice, Quot.sound]
```
